# Fixman's determinant identity, and the bond-constraint metric of an equal-mass trimer with nonzero bonds

A bond-length gradient is represented here by one explicit vector per atom, and a separate theorem shows that these vectors give the initial rate of change of a nonzero bond length along every straight displacement of the atoms. The positions lie in any real inner product space `V`, which includes $\mathbb R^3$. For the general identity, the coordinates are indexed by a disjoint sum `p ⊕ q` of two finite sets: free coordinates in `p`, constrained ones in `q`.

In Lean 4 with Mathlib:

```lean
import Mathlib

open Matrix

namespace FixmanConstraintMetric

noncomputable section

variable {p q : Type*} [Fintype p] [Fintype q] [DecidableEq p] [DecidableEq q]
```

## An invertible metric

Let $M$ be the real matrix of the kinetic energy in generalized coordinates, with blocks $M_{11}$ (free), $M_{22}$ (constrained) and $M_{12},M_{21}$ (coupling). Its invertibility, `hM`, means that every nonzero momentum vector comes from a nonzero velocity vector and conversely. For a physical kinetic energy with positive masses, an invertible $M$ is symmetric and positive definite, so both diagonal blocks are invertible too. The identity itself uses only the invertibility of $M$: as pure algebra it also holds for matrices that are not symmetric or have singular blocks.

By hand, write $N=M^{-1}$. The second block column of $MN=1$ reads
$$M_{11}N_{12}+M_{12}N_{22}=0,\qquad M_{21}N_{12}+M_{22}N_{22}=1 .$$
Therefore
$$M\begin{pmatrix}1&N_{12}\\0&N_{22}\end{pmatrix}=\begin{pmatrix}M_{11}&0\\M_{21}&1\end{pmatrix}.$$
Both block-triangular matrices have the product of their diagonal blocks' determinants as determinant, so $\det M\,\det N_{22}=\det M_{11}$.

The proof follows the same route. It uses `hM` to obtain $MN=1$, reads off the two block equations as `h12` and `h22`, and states the matrix product as `key` before taking determinants.

Without invertibility the identity can fail, whatever value is assigned to the inverse: for $M=\mathrm{diag}(1,0)$ the left side is 1 and the right side is 0.

```lean
/-- Fixman identity: for an invertible metric `M`, the determinant of the block of the free
coordinates is `det M` times the determinant of the constraint block of `M⁻¹`. -/
theorem fixman_identity (M : Matrix (p ⊕ q) (p ⊕ q) ℝ) (hM : IsUnit M.det) :
    M.toBlocks₁₁.det = M.det * (M⁻¹).toBlocks₂₂.det := by
  -- read `M * M⁻¹ = 1` block by block
  have hb : fromBlocks M.toBlocks₁₁ M.toBlocks₁₂ M.toBlocks₂₁ M.toBlocks₂₂ *
      fromBlocks (M⁻¹).toBlocks₁₁ (M⁻¹).toBlocks₁₂ (M⁻¹).toBlocks₂₁ (M⁻¹).toBlocks₂₂ =
      fromBlocks 1 0 0 1 := by
    rw [fromBlocks_toBlocks, fromBlocks_toBlocks, fromBlocks_one]
    exact Matrix.mul_nonsing_inv M hM
  rw [fromBlocks_multiply, fromBlocks_inj] at hb
  obtain ⟨_, h12, _, h22⟩ := hb
  -- keep only the second block column of the inverse
  have key : M * fromBlocks 1 (M⁻¹).toBlocks₁₂ 0 (M⁻¹).toBlocks₂₂ =
      fromBlocks M.toBlocks₁₁ 0 M.toBlocks₂₁ 1 := by
    calc M * fromBlocks 1 (M⁻¹).toBlocks₁₂ 0 (M⁻¹).toBlocks₂₂
        = fromBlocks M.toBlocks₁₁ M.toBlocks₁₂ M.toBlocks₂₁ M.toBlocks₂₂ *
          fromBlocks 1 (M⁻¹).toBlocks₁₂ 0 (M⁻¹).toBlocks₂₂ := by
          rw [fromBlocks_toBlocks]
      _ = fromBlocks M.toBlocks₁₁ 0 M.toBlocks₂₁ 1 := by
          rw [fromBlocks_multiply, h12, h22]
          simp
  have hdet := congrArg Matrix.det key
  rw [Matrix.det_mul, det_fromBlocks_zero₂₁, det_fromBlocks_zero₁₂, Matrix.det_one,
    Matrix.det_one, one_mul, mul_one] at hdet
  exact hdet.symm
```

## An invertible Jacobian and mass matrix

Let $J$ be the Jacobian of the Cartesian coordinates with respect to the generalized ones, and $W$ the Cartesian mass matrix. Invertible $J$ means that the generalized coordinates are locally good coordinates; invertible $W$ excludes massless degrees of freedom. The metric is $M=J^{\mathsf T}WJ$, and
$$M^{-1}=J^{-1}W^{-1}(J^{-1})^{\mathsf T},\qquad \det M=(\det J)^2\det W .$$
The rows of $J^{-1}$ are the Cartesian gradients of the generalized coordinates. The constrained block of $M^{-1}$, called $H$ here, is thus the Gram matrix of the constraint gradients, weighted by inverse masses, and the identity becomes
$$\det M_{11}=(\det J)^2\det W\,\det H .$$

In the proof, `hJ` and `hW` give the invertibility of $M$, `hinv` gives its inverse, and `fixman_identity` does the rest. If either matrix is singular, so is $M$, and the argument stops at its first step. The theorem takes $J$ as a given matrix at one configuration and doesn't construct a coordinate map.

```lean
/-- For a coordinate change with Jacobian `J` and a mass matrix `W`, the free block of the metric
`Jᵀ W J` has determinant `(det J)² det W` times that of the constraint block of
`J⁻¹ W⁻¹ (J⁻¹)ᵀ`. -/
theorem fixman_generalized_coordinates (J W : Matrix (p ⊕ q) (p ⊕ q) ℝ)
    (hJ : IsUnit J.det) (hW : IsUnit W.det) :
    (Jᵀ * W * J).toBlocks₁₁.det =
      J.det ^ 2 * W.det * (J⁻¹ * W⁻¹ * (J⁻¹)ᵀ).toBlocks₂₂.det := by
  have hM : IsUnit (Jᵀ * W * J).det := by
    rw [Matrix.det_mul, Matrix.det_mul, Matrix.det_transpose]
    exact (hJ.mul hW).mul hJ
  have hinv : (Jᵀ * W * J)⁻¹ = J⁻¹ * W⁻¹ * (J⁻¹)ᵀ := by
    rw [Matrix.mul_inv_rev, Matrix.mul_inv_rev, Matrix.transpose_nonsing_inv, Matrix.mul_assoc]
  rw [fixman_identity _ hM, hinv, Matrix.det_mul, Matrix.det_mul, Matrix.det_transpose]
  ring
```

## Bonded atoms at distinct positions

Atom 1 is the centre of the trimer, bonded to atoms 0 and 2. The hypotheses `h0` and `h2` say that neither bond has zero length. The end atoms may coincide with each other.

For distinct positions $r_i,r_j$, let $u_{ij}=(r_i-r_j)/\|r_i-r_j\|$; this is `bondDir`. The gradient of the bond length with respect to atom $a$ is $(\delta_{ai}-\delta_{aj})\,u_{ij}$.

```lean
variable {V : Type*} [NormedAddCommGroup V] [InnerProductSpace ℝ V]

/-- The unit vector pointing from `y` to `x`, for distinct points `x` and `y`. -/
def bondDir (x y : V) : V := ‖x - y‖⁻¹ • (x - y)

/-- The gradient of the distance between atoms `i` and `j` with respect to the position of
atom `a`, for atoms `i` and `j` at distinct positions. -/
def bondGradient (r : Fin 3 → V) (i j a : Fin 3) : V :=
  ((if a = i then (1 : ℝ) else 0) - (if a = j then (1 : ℝ) else 0)) • bondDir (r i) (r j)
```

The bond angle $\theta$ is the angle between $r_0-r_1$ and $r_2-r_1$, in $[0,\pi]$.

```lean
/-- The bond angle of the trimer at its central atom 1, for nonzero bonds. -/
def bondAngle (r : Fin 3 → V) : ℝ :=
  InnerProductGeometry.angle (r 0 - r 1) (r 2 - r 1)
```

With inverse masses $w_a$, the constraint metric is $G_{kl}=\sum_a w_a\,g^{(k)}_a\cdot g^{(l)}_a$, where $g^{(0)}$ and $g^{(1)}$ are the gradients of bonds 0–1 and 2–1.

```lean
/-- The Gram matrix of the gradients of the bond lengths 0-1 and 2-1, in which atom `a` is
weighted by its inverse mass `w a`, for nonzero bonds. -/
def constraintMetric (w : Fin 3 → ℝ) (r : Fin 3 → V) : Matrix (Fin 2) (Fin 2) ℝ :=
  Matrix.of fun k l => ∑ a, w a *
    inner ℝ (bondGradient r (![0, 2] k) 1 a) (bondGradient r (![0, 2] l) 1 a)
```

The gradient formula follows from differentiating a length. For $d\neq0$ and a displacement $e$,
$$\|d+te\|^2=\|d\|^2+2t\,d\cdot e+t^2\|e\|^2,$$
so the square root has derivative $2\,d\cdot e/(2\|d\|)=(d/\|d\|)\cdot e$ at $t=0$. The proof differentiates the quadratic in `h1` and its square root in `h2`, where `hd` keeps the argument of the root away from zero. If $d=0$, the length is $|t|\,\|e\|$, which has no derivative at $t=0$ unless $e=0$.

```lean
/-- The length of a nonzero vector `d` displaced along `e` changes at the initial rate given by
the component of `e` along the direction of `d`. -/
theorem hasDerivAt_norm_line (d e : V) (hd : d ≠ 0) :
    HasDerivAt (fun t : ℝ => ‖d + t • e‖) (inner ℝ (‖d‖⁻¹ • d) e) 0 := by
  have hn : ‖d‖ ≠ 0 := norm_ne_zero_iff.mpr hd
  -- the squared length is a quadratic polynomial in `t`
  have h1 : HasDerivAt
      (fun t : ℝ => ‖d‖ ^ 2 + t * (2 * inner ℝ d e) + t ^ 2 * ‖e‖ ^ 2)
      (2 * inner ℝ d e) 0 :=
    ((((hasDerivAt_id' (0 : ℝ)).mul_const (2 * inner ℝ d e)).const_add (‖d‖ ^ 2)).fun_add
      (((hasDerivAt_id' (0 : ℝ)).fun_pow 2).mul_const (‖e‖ ^ 2))).congr_deriv (by simp)
  have h0 : ‖d‖ ^ 2 + 0 * (2 * inner ℝ d e) + 0 ^ 2 * ‖e‖ ^ 2 = ‖d‖ ^ 2 := by ring
  have h2 := h1.sqrt (by rw [h0]; exact pow_ne_zero 2 hn)
  rw [h0, Real.sqrt_sq (norm_nonneg d)] at h2
  have hf : (fun t : ℝ => ‖d + t • e‖) =
      fun t : ℝ => √(‖d‖ ^ 2 + t * (2 * inner ℝ d e) + t ^ 2 * ‖e‖ ^ 2) := by
    funext t
    rw [← Real.sqrt_sq (norm_nonneg (d + t • e)), norm_add_sq_real, real_inner_smul_right,
      norm_smul, mul_pow, Real.norm_eq_abs, sq_abs]
    congr 1
    ring
  rw [hf]
  refine h2.congr_deriv ?_
  rw [real_inner_smul_left]
  field_simp
```

Setting $d=r_i-r_j$ and $e=v_i-v_j$, for atomic displacements $v_a$, gives the rate $u_{ij}\cdot(v_i-v_j)=\sum_a(\delta_{ai}-\delta_{aj})\,u_{ij}\cdot v_a$. This is the justification of `bondGradient`.

```lean
/-- When the atoms move along arbitrary displacements `v`, the initial rate of change of a nonzero
bond length is the sum over atoms of the inner products of `bondGradient` with `v`. -/
theorem bondGradient_spec (r v : Fin 3 → V) (i j : Fin 3) (h : r i ≠ r j) :
    HasDerivAt (fun t : ℝ => ‖(r i + t • v i) - (r j + t • v j)‖)
      (∑ a, inner ℝ (bondGradient r i j a) (v a)) 0 := by
  have hs : ∑ a, inner ℝ (bondGradient r i j a) (v a) =
      inner ℝ (bondDir (r i) (r j)) (v i - v j) := by
    simp [bondGradient, real_inner_smul_left, sub_mul, Finset.sum_sub_distrib, inner_sub_right]
  have hf : (fun t : ℝ => ‖(r i + t • v i) - (r j + t • v j)‖) =
      fun t : ℝ => ‖(r i - r j) + t • (v i - v j)‖ := by
    funext t
    congr 1
    module
  rw [hs, hf]
  exact hasDerivAt_norm_line _ _ (sub_ne_zero.mpr h)
```

On atoms 0, 1, 2 the two gradients are $(u_{01},-u_{01},0)$ and $(0,-u_{21},u_{21})$. Since $\|u_{01}\|=\|u_{21}\|=1$ and $u_{01}\cdot u_{21}=\cos\theta$,
$$G=\begin{pmatrix}w_0+w_1&w_1\cos\theta\\w_1\cos\theta&w_1+w_2\end{pmatrix}.$$
The proof uses `h0` and `h2` to show that the bond directions $u_{01}$ and $u_{21}$ have unit length, obtains their inner product in `huv`, and checks the four entries. With a zero-length bond, neither its direction nor the bond angle is defined physically.

```lean
/-- The constraint metric of a trimer with nonzero bonds and arbitrary inverse masses, in terms
of its bond angle. -/
theorem constraintMetric_eq (w : Fin 3 → ℝ) (r : Fin 3 → V) (h0 : r 0 ≠ r 1) (h2 : r 2 ≠ r 1) :
    constraintMetric w r =
      !![w 0 + w 1, w 1 * Real.cos (bondAngle r);
         w 1 * Real.cos (bondAngle r), w 1 + w 2] := by
  have unit : ∀ x y : V, x ≠ y → ‖bondDir x y‖ = 1 := by
    intro x y hxy
    have hn : ‖x - y‖ ≠ 0 := norm_ne_zero_iff.mpr (sub_ne_zero.mpr hxy)
    rw [bondDir, norm_smul, norm_inv, norm_norm, inv_mul_cancel₀ hn]
  have hu := unit _ _ h0
  have hv := unit _ _ h2
  -- the two unit bond vectors enclose the bond angle
  have huv : inner ℝ (bondDir (r 0) (r 1)) (bondDir (r 2) (r 1)) = Real.cos (bondAngle r) := by
    rw [bondDir, bondDir, bondAngle, real_inner_smul_left, real_inner_smul_right,
      InnerProductGeometry.cos_angle, div_eq_mul_inv, mul_inv]
    ring
  have hvu : inner ℝ (bondDir (r 2) (r 1)) (bondDir (r 0) (r 1)) = Real.cos (bondAngle r) := by
    rw [real_inner_comm, huv]
  ext k l
  fin_cases k <;> fin_cases l <;>
    simp [constraintMetric, bondGradient, Fin.sum_univ_three, hu, hv, huv, hvu]
```

## Unit masses

Setting every $w_a=1$ makes $G$ the plain Gram matrix of the gradients:
$$G=\begin{pmatrix}2&\cos\theta\\\cos\theta&2\end{pmatrix},\qquad \det G=4-\cos^2\theta .$$
Since $0\le\cos^2\theta\le1$, the determinant lies in $[3,4]$. The proof specialises `constraintMetric_eq`, expands the determinant and applies these two bounds. A common mass $m$ divides $\det G$ by $m^2$; for unequal masses it is $(w_0+w_1)(w_1+w_2)-w_1^2\cos^2\theta$, and the bounds change accordingly.

```lean
/-- For unit masses and nonzero bonds, the constraint metric has diagonal entries 2 and
off-diagonal entries `cos θ`, and its determinant `4 - cos² θ` lies between 3 and 4. -/
theorem equal_mass_trimer (r : Fin 3 → V) (h0 : r 0 ≠ r 1) (h2 : r 2 ≠ r 1) :
    constraintMetric (fun _ => 1) r =
        !![2, Real.cos (bondAngle r); Real.cos (bondAngle r), 2] ∧
      (constraintMetric (fun _ => 1) r).det = 4 - Real.cos (bondAngle r) ^ 2 ∧
      (constraintMetric (fun _ => 1) r).det ∈ Set.Icc (3 : ℝ) 4 := by
  have hG : constraintMetric (fun _ => 1) r =
      !![2, Real.cos (bondAngle r); Real.cos (bondAngle r), 2] := by
    rw [constraintMetric_eq _ r h0 h2]
    norm_num
  have hd : (constraintMetric (fun _ => 1) r).det = 4 - Real.cos (bondAngle r) ^ 2 := by
    rw [hG, Matrix.det_fin_two_of]
    ring
  refine ⟨hG, hd, ?_⟩
  rw [hd]
  constructor
  · linarith [Real.cos_sq_le_one (bondAngle r)]
  · linarith [sq_nonneg (Real.cos (bondAngle r))]
```

The value 3 requires $\cos^2\theta=1$, hence $\theta=0$ or $\pi$; the value 4 requires $\cos\theta=0$, hence $\theta=\pi/2$. The proof factors $\cos^2\theta-1$ for the first case and converts each cosine value into an angle. Both equivalences also hold on a line, where a right angle never occurs.

```lean
/-- For unit masses and nonzero bonds, the determinant equals 3 exactly when the bond angle is
0 or π, and equals 4 exactly when the bond angle is π/2. -/
theorem equal_mass_trimer_extremes (r : Fin 3 → V) (h0 : r 0 ≠ r 1) (h2 : r 2 ≠ r 1) :
    ((constraintMetric (fun _ => 1) r).det = 3 ↔ bondAngle r = 0 ∨ bondAngle r = Real.pi) ∧
      ((constraintMetric (fun _ => 1) r).det = 4 ↔ bondAngle r = Real.pi / 2) := by
  rw [(equal_mass_trimer r h0 h2).2.1]
  constructor
  · constructor
    · intro h
      have hc : (Real.cos (bondAngle r) - 1) * (Real.cos (bondAngle r) + 1) = 0 := by
        linear_combination -h
      rcases mul_eq_zero.mp hc with h1 | h1
      · exact Or.inl (InnerProductGeometry.cos_eq_one_iff_angle_eq_zero.mp (sub_eq_zero.mp h1))
      · exact Or.inr (InnerProductGeometry.cos_eq_neg_one_iff_angle_eq_pi.mp
          (eq_neg_of_add_eq_zero_left h1))
    · rintro (h | h) <;> rw [h] <;> norm_num
  · constructor
    · intro h
      have hc : Real.cos (bondAngle r) ^ 2 = 0 := by linarith
      exact InnerProductGeometry.cos_eq_zero_iff_angle_eq_pi_div_two.mp
        (pow_eq_zero_iff two_ne_zero |>.mp hc)
    · intro h
      rw [h, Real.cos_pi_div_two]
      norm_num

end

end FixmanConstraintMetric
```

```lean
#print axioms FixmanConstraintMetric.fixman_generalized_coordinates
#print axioms FixmanConstraintMetric.bondGradient_spec
#print axioms FixmanConstraintMetric.equal_mass_trimer_extremes
```

```
'FixmanConstraintMetric.fixman_generalized_coordinates' depends on axioms: [propext, Classical.choice, Quot.sound]
'FixmanConstraintMetric.bondGradient_spec' depends on axioms: [propext, Classical.choice, Quot.sound]
'FixmanConstraintMetric.equal_mass_trimer_extremes' depends on axioms: [propext, Classical.choice, Quot.sound]
```

In classical molecular dynamics with rigid bonds, integrating out the momenta leaves a factor $\sqrt{\det M_{11}}$ in the configurational weight, and the Fixman potential $\tfrac12 k_BT\ln\det H$, with $k_BT$ the thermal energy, compensates the part due to $H$. For this equal-mass trimer with two constrained bonds, $\sqrt{\det G}$ varies with the angle by at most a factor $2/\sqrt3$. This statistical reading is background to the theorems, which treat $G$ directly and do not build internal coordinates for the trimer to identify it with $H$.
